# The coupled-cluster expectation value as a reference average of a doubly transformed operator

The auxiliary operator $S$ is modelled here as an arbitrary square complex matrix, tied to the reference $f$ only by $S^\dagger f=0$. In coupled-cluster theory $S$ is an excitation operator. Its adjoint de-excites, and the reference determinant contains nothing to de-excite, so $S^\dagger f=0$. This is the only property of excitation operators that the general argument uses. The cluster operator $T$ and the observable $O$ are arbitrary matrices too: $T$ need not solve the amplitude equations, and $O$ need not be Hermitian.

Write $\psi=e^Tf$ and $n=\|\psi\|^2$. For a unit vector $f$ with $S^\dagger f=0$, the condition
$$e^Sf=\frac{e^{T^\dagger}e^Tf}{n}$$
implies, for every $O$,
$$\frac{\langle\psi,O\psi\rangle}{n}=\langle f,e^{S^\dagger}e^{-T}Oe^Te^{-S^\dagger}f\rangle .$$
The converse holds as well, and a suitable $S$ exists for every $T$ and every unit $f$. In electronic structure, taking $O=a_p^\dagger a_q$ in a finite basis gives the elements of the one-particle density matrix of the state $\psi$. This is the expectation-value density, which for a truncated $T$ generally differs from the density derived from the coupled-cluster Lagrangian.

## States, operators and the two expressions

States are functions `ι → ℂ` on a finite index set, which may label the determinants of a finite basis. Operators are matrices over the same set. The inner product $\langle u,w\rangle$, conjugate-linear in $u$, is written `star u ⬝ᵥ w`; `*ᵥ` applies a matrix to a vector, and `ᴴ` is the adjoint.

```lean
import Mathlib

open Matrix
open NormedSpace (exp)
open scoped ComplexOrder

namespace CoupledClusterExpectation

noncomputable section

variable {ι : Type*} [Fintype ι] [DecidableEq ι]
```

The coupled-cluster state is $\psi=e^Tf$, without normalisation.

```lean
/-- The coupled-cluster state `exp(T) f` built on the reference `f`. -/
def ccState (T : Matrix ι ι ℂ) (f : ι → ℂ) : ι → ℂ := exp T *ᵥ f
```

Its squared norm is $n=\langle\psi,\psi\rangle$. The definition has complex type, although the value is real.

```lean
/-- The squared norm of the coupled-cluster state. -/
def ccNormSq (T : Matrix ι ι ℂ) (f : ι → ℂ) : ℂ := star (ccState T f) ⬝ᵥ ccState T f
```

Dividing by $n$ gives the expectation value in the normalised state $\psi/\sqrt n$.

```lean
/-- The normalised expectation value of `O` in the coupled-cluster state. -/
def expectation (T O : Matrix ι ι ℂ) (f : ι → ℂ) : ℂ :=
  star (ccState T f) ⬝ᵥ (O *ᵥ ccState T f) / ccNormSq T f
```

The other side of the identity is the reference average of $O$ after two similarity transformations, one with $e^T$ and one with $e^{-S^\dagger}$.

```lean
/-- The reference expectation value of `exp(S†) exp(-T) O exp(T) exp(-S†)`. -/
def connectedValue (S T O : Matrix ι ι ℂ) (f : ι → ℂ) : ℂ :=
  star f ⬝ᵥ ((exp Sᴴ * exp (-T) * O * exp T * exp (-Sᴴ)) *ᵥ f)
```

This expression is called connected because, when $T$ and $S$ are connected cluster operators, the nested commutators produced by the two transformations leave only connected terms. Matrices without particle structure cannot express that property, so the theorems below establish an equality of numbers and not the connectedness of diagrams.

The condition on $S$ involves the vector
$$d=\frac{e^{T^\dagger}\psi}{n}.$$
It is scaled to have overlap one with $f$, as shown below, and is not in general a unit vector.

```lean
/-- The vector `exp(T†) exp(T) f`, divided by the squared norm of `exp(T) f`. -/
def dualState (T : Matrix ι ι ℂ) (f : ι → ℂ) : ι → ℂ :=
  (ccNormSq T f)⁻¹ • (exp Tᴴ *ᵥ ccState T f)
```

One candidate for $S$ carries $f$ to the difference $d-f$ and annihilates everything orthogonal to $f$:
$$A=|d-f\rangle\langle f| .$$
In Lean, `vecMulVec x y` is the matrix with entries $x_iy_j$, so the bra is supplied as `star f`.

```lean
/-- The outer product of `dualState T f - f` with the conjugate of `f`. It takes a unit reference
`f` to `dualState T f - f`. -/
def auxiliary (T : Matrix ι ι ℂ) (f : ι → ℂ) : Matrix ι ι ℂ :=
  vecMulVec (dualState T f - f) (star f)
```

## An exponential that stops at first order

Suppose that $A$ is any matrix and $v$ any vector with $A^2v=0$. For $k\ge2$ we have $A^kv=A^{k-2}A^2v=0$, and therefore
$$e^Av=\sum_{k\ge0}\frac{A^kv}{k!}=v+Av .$$
The matrix itself need not be nilpotent; only its action on $v$ matters. The proof applies the convergent exponential series to $v$, shows that all terms from $k=2$ onwards vanish, and concludes by uniqueness of the sum.

```lean
/-- If `A` applied twice annihilates `v`, the exponential series on `v` stops at first order. -/
theorem exp_mulVec_of_sq_zero (A : Matrix ι ι ℂ) (v : ι → ℂ) (h : A *ᵥ (A *ᵥ v) = 0) :
    exp A *ᵥ v = v + A *ᵥ v := by
  let : NormedRing (Matrix ι ι ℂ) := Matrix.linftyOpNormedRing
  let : NormedAlgebra ℂ (Matrix ι ι ℂ) := Matrix.linftyOpNormedAlgebra
  have hs : HasSum (fun k : ℕ => ((k.factorial : ℂ)⁻¹ • A ^ k) *ᵥ v) (exp A *ᵥ v) :=
    (NormedSpace.exp_series_hasSum_exp' (𝕂 := ℂ) A).map
      (Matrix.mulVec.addMonoidHomLeft v) (continuous_id.matrix_mulVec continuous_const)
  have h2 : HasSum (fun k : ℕ => ((k.factorial : ℂ)⁻¹ • A ^ k) *ᵥ v)
      (∑ k ∈ Finset.range 2, ((k.factorial : ℂ)⁻¹ • A ^ k) *ᵥ v) := by
    apply hasSum_sum_of_ne_finset_zero
    intro k hk
    obtain ⟨j, rfl⟩ : ∃ j, k = j + 2 := ⟨k - 2, by simp at hk; omega⟩
    rw [Matrix.smul_mulVec, pow_add, pow_two, ← Matrix.mulVec_mulVec,
      ← Matrix.mulVec_mulVec, h, Matrix.mulVec_zero, smul_zero]
  rw [hs.unique h2]
  simp [Finset.sum_range_succ]
```

Three identities are needed next. The first moves an operator from the ket to the bra: $\langle u,M^\dagger w\rangle=\langle Mu,w\rangle$.

```lean
omit [DecidableEq ι] in
private theorem adjoint_move (M : Matrix ι ι ℂ) (u w : ι → ℂ) :
    star u ⬝ᵥ (Mᴴ *ᵥ w) = star (M *ᵥ u) ⬝ᵥ w := by
  rw [Matrix.star_mulVec, Matrix.dotProduct_mulVec]
```

The second is $e^{-T}e^T=1$, which holds because $T$ and $-T$ commute.

```lean
private theorem exp_neg_mul (T : Matrix ι ι ℂ) : exp (-T) * exp T = 1 := by
  rw [← Matrix.exp_add_of_commute _ _ (Commute.refl T).neg_left, neg_add_cancel,
    NormedSpace.exp_zero]
```

The third is the action of a rank-one matrix. With $y$ the complex conjugate of $f$, it reads $|x\rangle\langle f|v\rangle=\langle f,v\rangle x$.

```lean
omit [DecidableEq ι] in
private theorem outer_mulVec (x y v : ι → ℂ) : vecMulVec x y *ᵥ v = (y ⬝ᵥ v) • x := by
  ext i
  simp only [Matrix.mulVec, dotProduct, Matrix.vecMulVec_apply, Pi.smul_apply, smul_eq_mul,
    Finset.sum_mul]
  exact Finset.sum_congr rfl (fun j _ => by ring)
```

Division by $n$ is legitimate for a unit reference. If $n=0$, then $\psi=0$, and $f=e^{-T}\psi=0$, which contradicts $\langle f,f\rangle=1$.

```lean
/-- The coupled-cluster state on a unit reference has non-zero norm. -/
theorem ccNormSq_ne_zero (T : Matrix ι ι ℂ) (f : ι → ℂ) (hf : star f ⬝ᵥ f = 1) :
    ccNormSq T f ≠ 0 := by
  intro h
  have h0 : ccState T f = 0 := by
    unfold ccNormSq at h
    exact dotProduct_star_self_eq_zero.1 h
  -- undo the exponential to recover the reference
  have h1 : f = 0 := by
    rw [← Matrix.one_mulVec f, ← exp_neg_mul T, ← Matrix.mulVec_mulVec]
    change exp (-T) *ᵥ ccState T f = 0
    rw [h0, Matrix.mulVec_zero]
  rw [h1] at hf
  simp at hf
```

## Two matrix elements with the same ket

Let $X=e^{-T}Oe^T$. Since $S^\dagger f=0$, the first-order formula gives $e^{-S^\dagger}f=f-S^\dagger f=f$. The remaining factor $e^{S^\dagger}=(e^S)^\dagger$ moves to the bra:
$$\langle f,e^{S^\dagger}Xe^{-S^\dagger}f\rangle=\langle f,e^{S^\dagger}Xf\rangle=\langle e^Sf,Xf\rangle .$$
In the proof, `h1` is the first of these facts and `h2` regroups the product so that `adjoint_move` applies.

```lean
/-- If `S†` annihilates the reference, the doubly transformed expectation value is the matrix
element of `exp(-T) O exp(T)` between `exp(S) f` and `f`. -/
theorem connectedValue_eq (S T O : Matrix ι ι ℂ) (f : ι → ℂ) (hS : Sᴴ *ᵥ f = 0) :
    connectedValue S T O f = star (exp S *ᵥ f) ⬝ᵥ ((exp (-T) * O * exp T) *ᵥ f) := by
  have h1 : exp (-Sᴴ) *ᵥ f = f := by
    rw [exp_mulVec_of_sq_zero (-Sᴴ) f (by simp [Matrix.neg_mulVec, hS]),
      Matrix.neg_mulVec, hS, neg_zero, add_zero]
  have h2 : exp Sᴴ * exp (-T) * O * exp T * exp (-Sᴴ)
      = (exp S)ᴴ * ((exp (-T) * O * exp T) * exp (-Sᴴ)) := by
    rw [Matrix.exp_conjTranspose]
    simp only [Matrix.mul_assoc]
  unfold connectedValue
  rw [h2, ← Matrix.mulVec_mulVec, adjoint_move, ← Matrix.mulVec_mulVec, h1]
```

The expectation value takes the same shape once $e^Te^{-T}=1$ is inserted in front of $O$:
$$\frac{\langle\psi,Oe^Tf\rangle}{n}
=\frac{\langle\psi,e^TXf\rangle}{n}
=\frac{\langle e^{T^\dagger}\psi,Xf\rangle}{n}
=\langle d,Xf\rangle .$$
The last step uses that $n$ is real, since the factor $1/n$ inside the bra is conjugated. These facts appear as `hm` for the insertion, `hk` for the move to the bra and `hn` for the reality of $n$.

```lean
/-- The coupled-cluster expectation value is the matrix element of `exp(-T) O exp(T)` between
`dualState T f`, which is `exp(T†) exp(T) f` divided by the squared norm of `exp(T) f`, and `f`. -/
theorem expectation_eq (T O : Matrix ι ι ℂ) (f : ι → ℂ) :
    expectation T O f = star (dualState T f) ⬝ᵥ ((exp (-T) * O * exp T) *ᵥ f) := by
  have hn : star (ccNormSq T f) = ccNormSq T f := (Matrix.star_dotProduct _ _).symm
  have hk (w : ι → ℂ) :
      star (exp Tᴴ *ᵥ ccState T f) ⬝ᵥ w = star (ccState T f) ⬝ᵥ (exp T *ᵥ w) := by
    rw [← adjoint_move, Matrix.exp_conjTranspose, Matrix.conjTranspose_conjTranspose]
  -- insert exp(T) exp(-T) = 1
  have hm : exp T * (exp (-T) * O * exp T) = O * exp T := by
    rw [← Matrix.mul_assoc, ← Matrix.mul_assoc, mul_eq_one_comm.1 (exp_neg_mul T),
      Matrix.one_mul]
  unfold dualState
  rw [star_smul, star_inv₀, hn, smul_dotProduct, hk, Matrix.mulVec_mulVec, hm,
    ← Matrix.mulVec_mulVec, smul_eq_mul, ← div_eq_inv_mul]
  rfl
```

## The condition on $S$ is necessary and sufficient

The two expressions are now $\langle e^Sf,Xf\rangle$ and $\langle d,Xf\rangle$. If $e^Sf=d$, they agree for every $O$, which is the identity stated at the start.

Conversely, suppose that they agree for every $O$. For any vector $x$, choose
$$O=e^T|x\rangle\langle f|e^{-T}.$$
Then $X=|x\rangle\langle f|$, and $Xf=x$ because $f$ is a unit vector. Hence $\langle e^Sf,x\rangle=\langle d,x\rangle$ for all $x$. Letting $x$ run through the basis vectors, `Pi.single i 1` in Lean, gives $e^Sf=d$ component by component.

The operators $O$ chosen in this argument are in general not Hermitian. Agreement for all Hermitian $O$ would also suffice, because both expressions are linear in $O$ and every matrix is a complex combination of two Hermitian ones. Agreement for a single observable is not enough in general: for $O=1$ both expressions equal one for every $S$ with $S^\dagger f=0$.

```lean
/-- For a unit reference annihilated by `S†`, the connected form reproduces the coupled-cluster
expectation value of every operator exactly when `exp(S) f = exp(T†) exp(T) f / n`, with `n` the
squared norm of `exp(T) f`. -/
theorem connected_form_iff (S T : Matrix ι ι ℂ) (f : ι → ℂ) (hf : star f ⬝ᵥ f = 1)
    (hS : Sᴴ *ᵥ f = 0) :
    exp S *ᵥ f = dualState T f ↔ ∀ O, expectation T O f = connectedValue S T O f := by
  constructor
  · intro h O
    rw [expectation_eq, connectedValue_eq S T O f hS, h]
  · intro h
    -- a transformed rank-one operator turns the ket into any chosen vector x
    have key (x : ι → ℂ) : star (exp S *ᵥ f) ⬝ᵥ x = star (dualState T f) ⬝ᵥ x := by
      have hx := h (exp T * vecMulVec x (star f) * exp (-T))
      have hm : exp (-T) * (exp T * vecMulVec x (star f) * exp (-T)) * exp T
          = vecMulVec x (star f) := by
        calc _ = (exp (-T) * exp T) * vecMulVec x (star f) * (exp (-T) * exp T) := by
              simp only [Matrix.mul_assoc]
          _ = _ := by rw [exp_neg_mul, Matrix.one_mul, Matrix.mul_one]
      rw [expectation_eq, connectedValue_eq S T _ f hS, hm, outer_mulVec, hf, one_smul] at hx
      exact hx.symm
    apply star_injective
    funext i
    simpa using key (Pi.single i 1)
```

## A suitable operator for every $T$

It remains to show that both conditions on $S$ can be met. The overlap of $d$ with the reference is
$$\langle f,d\rangle=\frac{\langle f,e^{T^\dagger}\psi\rangle}{n}=\frac{\langle e^Tf,\psi\rangle}{n}=1,$$
so $\langle f,d-f\rangle=0$. For $A=|d-f\rangle\langle f|$ this gives
$$A^\dagger f=\langle d-f,f\rangle f=0,\qquad Af=d-f,\qquad A^2f=\langle f,d-f\rangle(d-f)=0 .$$
The first-order formula then yields $e^Af=f+(d-f)=d$. In the proof, `hd` is the overlap, `ho` the orthogonality and `ha` the action of $A$ on $f$.

```lean
/-- For a unit reference, the adjoint of the auxiliary operator annihilates `f`, and its exponential
takes `f` to `dualState T f`, which is `exp(T†) exp(T) f` divided by the squared norm of `exp(T) f`.
-/
theorem auxiliary_spec (T : Matrix ι ι ℂ) (f : ι → ℂ) (hf : star f ⬝ᵥ f = 1) :
    (auxiliary T f)ᴴ *ᵥ f = 0 ∧ exp (auxiliary T f) *ᵥ f = dualState T f := by
  have hd : star f ⬝ᵥ dualState T f = 1 := by
    unfold dualState
    rw [dotProduct_smul, Matrix.exp_conjTranspose, adjoint_move, smul_eq_mul]
    exact inv_mul_cancel₀ (ccNormSq_ne_zero T f hf)
  -- the correction to the reference is orthogonal to it
  have ho : star f ⬝ᵥ (dualState T f - f) = 0 := by
    rw [dotProduct_sub, hd, hf, sub_self]
  have ha : auxiliary T f *ᵥ f = dualState T f - f := by
    unfold auxiliary
    rw [outer_mulVec, hf, one_smul]
  constructor
  · have hc : (auxiliary T f)ᴴ = vecMulVec f (star (dualState T f - f)) := by
      ext i j
      simp [auxiliary, Matrix.vecMulVec_apply, mul_comm]
    rw [hc, outer_mulVec, Matrix.star_dotProduct, ho, star_zero, zero_smul]
  · have h2 : auxiliary T f *ᵥ (auxiliary T f *ᵥ f) = 0 := by
      rw [ha]
      unfold auxiliary
      rw [outer_mulVec, ho, zero_smul]
    rw [exp_mulVec_of_sq_zero _ _ h2, ha, add_sub_cancel]
```

With $S=A$, the equivalence gives the transformed form of the expectation value for every $T$, every $O$ and every unit reference, with no further hypothesis.

```lean
/-- For every `T` and every unit reference, the auxiliary operator brings the coupled-cluster
expectation value of any `O` into connected form. -/
theorem expectation_eq_connected (T O : Matrix ι ι ℂ) (f : ι → ℂ) (hf : star f ⬝ᵥ f = 1) :
    expectation T O f = connectedValue (auxiliary T f) T O f :=
  (connected_form_iff _ T f hf (auxiliary_spec T f hf).1).1 (auxiliary_spec T f hf).2 O
```

This $A$ settles existence, but in a many-electron space it is generally not a cluster operator: it annihilates every determinant other than the reference, whereas an excitation operator can also excite determinants that are already excited. Nor does it make the calculation cheaper, since constructing it requires $d$, and hence the full vector $e^{T^\dagger}e^Tf$.

## Two levels with an explicit excitation operator

In a two-level system, $S$ can be an excitation operator of the same kind as $T$. Let $f=(1,0)$ be the lower level and let $T$ excite it with complex amplitude $t$:
$$T=\begin{pmatrix}0&0\\t&0\end{pmatrix},\qquad \psi=(1,t),\qquad n=1+|t|^2 .$$
The normalised state is $(1,t)/\sqrt{1+|t|^2}$. The adjoint $T^\dagger$ has the single entry $t^*$ in its upper right corner, so $e^{T^\dagger}\psi=(1+|t|^2,\,t)$ and
$$d=\left(1,\frac{t}{1+|t|^2}\right).$$
An excitation operator with amplitude $s$ gives $e^Sf=(1,s)$, so the condition is met by $s=t/(1+|t|^2)$. The adjoint $S^\dagger$ annihilates $f$, and $S$ commutes with $T$ because $ST=TS=0$.

The population of the upper level illustrates the formula. With $O$ the projector on that level, $Xf=(0,t)$, and $\langle d,Xf\rangle=|t|^2/(1+|t|^2)$, the squared modulus of the second component of the normalised state.

The theorem checks the normalisation of $f$, the commutation and both conditions on $S$. Its auxiliary result `low` computes $e^Sf$ and $e^Tf$ together, `hd` computes $e^{T^\dagger}\psi$, and the final comparison is made component by component.

```lean
/-- In a two-level system with excitation amplitude `t`, the excitation operator with amplitude `t /
(1 + |t|²)` commutes with `T`, its adjoint annihilates the unit reference `f`, and its exponential
takes `f` to `dualState T f`. -/
theorem twoLevel_witness (t : ℂ) :
    let f : Fin 2 → ℂ := ![1, 0]
    let T : Matrix (Fin 2) (Fin 2) ℂ := !![0, 0; t, 0]
    let S : Matrix (Fin 2) (Fin 2) ℂ := !![0, 0; t / (1 + star t * t), 0]
    star f ⬝ᵥ f = 1 ∧ S * T = T * S ∧ Sᴴ *ᵥ f = 0 ∧ exp S *ᵥ f = dualState T f := by
  intro f T S
  have hf : star f ⬝ᵥ f = 1 := by simp [f, dotProduct, Fin.sum_univ_succ]
  have low (a : ℂ) : exp !![0, 0; a, 0] *ᵥ f = ![1, a] := by
    rw [exp_mulVec_of_sq_zero]
    · ext i; fin_cases i <;> simp [f, Fin.sum_univ_succ]
    · ext i; fin_cases i <;> simp [f, Matrix.mulVec, dotProduct, Fin.sum_univ_succ]
  have hψ : ccState T f = ![1, t] := low t
  have hn : ccNormSq T f = 1 + star t * t := by
    unfold ccNormSq
    rw [hψ]
    simp [dotProduct, Fin.sum_univ_succ]
  have h0 : 1 + star t * t ≠ 0 := hn ▸ ccNormSq_ne_zero T f hf
  have hT : Tᴴ = !![0, star t; 0, 0] := by
    ext i j; fin_cases i <;> fin_cases j <;> simp [T]
  have hd : exp Tᴴ *ᵥ ![1, t] = ![1 + star t * t, t] := by
    rw [hT, exp_mulVec_of_sq_zero]
    · ext i; fin_cases i <;> simp [Matrix.mulVec, dotProduct, Fin.sum_univ_succ, mul_comm]
    · ext i; fin_cases i <;> simp [Matrix.mulVec, dotProduct, Fin.sum_univ_succ]
  refine ⟨hf, ?_, ?_, ?_⟩
  · ext i j; fin_cases i <;> fin_cases j <;> simp [S, T, Matrix.mul_apply, Fin.sum_univ_succ]
  · ext i; fin_cases i <;> simp [S, f, Matrix.mulVec, dotProduct, Fin.sum_univ_succ]
  · unfold dualState
    rw [hψ, hn, hd, low]
    ext i
    fin_cases i
    · change (1 : ℂ) = (1 + star t * t)⁻¹ * (1 + star t * t)
      exact (inv_mul_cancel₀ h0).symm
    · change t / (1 + star t * t) = (1 + star t * t)⁻¹ * t
      exact div_eq_inv_mul _ _

end

end CoupledClusterExpectation
```

```lean
#print axioms CoupledClusterExpectation.expectation_eq_connected
-- 'CoupledClusterExpectation.expectation_eq_connected' depends on axioms: [propext, Classical.choice, Quot.sound]
```
